# Polarization 3/5 for linearly excited D2 fluorescence in a model without nuclear spin

An alkali vapour is lit by linearly polarized light tuned to the D2 line, and I watch the fluorescence through an analyser, looking at right angles to the exciting polarization. Without hyperfine structure, collisions, reabsorption or a magnetic field, the light analysed parallel to that polarization should be four times as intense as the light analysed perpendicular to it, a degree of polarization of 3/5. Can this be derived from spin-orbit coupling, with a rigorous proof that a machine has checked?

## From spin-orbit coupling to the ratio 4:1

Yes. Let the real vectors e and f be the absorbed and emitted polarizations, and σ_a the Pauli matrices, with a, b, c running over 0, 1, 2. Absorption takes a ground-state spinor χ to e⊗χ, since the dipole operator acts on the orbital part only.

In the Cartesian basis of a P state, (L_c)_ab = −i ε_abc. With σ_a σ_b = δ_ab + i Σ_c ε_abc σ_c and S = σ/2, the spin blocks of L·S are

(L·S)_ab = (δ_ab − σ_a σ_b)/2.

L·S equals 1/2 for J = 3/2 and −1 for J = 1/2, so the projector onto J = 3/2 is

P = (2/3)(1 + L·S), P_ab = δ_ab − σ_a σ_b/3.

Contracting with f and e gives the scattering amplitude

A = ⟨f,e⟩ − (σ·f)(σ·e)/3 = M/3, M = 3⟨f,e⟩ − (σ·f)(σ·e).

The anticommutator of σ·f and σ·e is 2⟨f,e⟩, and (σ·v)² = |v|². Hence

M†M = 9⟨f,e⟩² − 6⟨f,e⟩² + |f|²|e|² = 3⟨f,e⟩² + |f|²|e|².

Taking the trace over spin and using |f|²|e|² = ⟨f,e⟩² + |f×e|²,

tr(M†M) = 8⟨f,e⟩² + 2|f×e|².

The intensity is tr(A†A) = tr(M†M)/9. For unit vectors it is 8/9 when f is parallel to e and 2/9 when f is perpendicular, so the polarization is (8 − 2)/(8 + 2) = 3/5.

Through J = 1/2, the D1 line, the amplitude is (σ·f)(σ·e)/3. Its intensity is 2/9 for every pair of unit vectors, and the polarization is 0.

## The atom and the light as matrices

The index type `Fin 3 × Fin 2` pairs a Cartesian orbital component with a spin component. `spinOrbit` is L·S in units of ħ², `upperD2` is P, and `1 - upperD2` projects onto J = 1/2. `dipole e` is the map χ ↦ e⊗χ, and `angularD2 f e` is M.

`intensity` sums over initial and final spins, which describes an unpolarized ground state up to a constant factor. Radial and frequency factors are set to one; they cancel in the ratios within one line.

`trace_angularD2` holds for all real vectors. `polarization_D2` takes unit vectors `e` and `g` with `g ⬝ᵥ e = 0`, and gives both the factor 4 and the value 3/5. Orthogonality matters: for g = e = (1, 0, 0) the two intensities are equal and the polarization is 0. `polarization_D1` needs only unit vectors.

The dipole rule and the intensity formula are assumed. Real vectors restrict the model to linear polarization, and it contains no magnetic field, collisions or reabsorption. In this one-electron model, the two amplitudes add up to ⟨f,e⟩, which is zero for perpendicular f and e: without spin-orbit coupling there would be no perpendicular light.

In Lean 4 with Mathlib:

```lean
import Mathlib

open Matrix
open scoped Kronecker

namespace DLineFluorescence

noncomputable section

/-- The three Pauli matrices. -/
def pauli : Fin 3 → Matrix (Fin 2) (Fin 2) ℂ :=
  ![!![0, 1; 1, 0], !![0, -Complex.I; Complex.I, 0], !![1, 0; 0, -1]]

/-- The combination `σ·v` of Pauli matrices for a real vector `v`; since `S = σ/2`, it is twice
`S·v` in units of `ħ`. -/
def spinAlong (v : Fin 3 → ℝ) : Matrix (Fin 2) (Fin 2) ℂ :=
  ∑ k, (v k : ℂ) • pauli k

/-- The orbital angular momentum of a P state in the Cartesian basis, in units of `ħ`. -/
def orbital : Fin 3 → Matrix (Fin 3) (Fin 3) ℂ :=
  ![!![0, 0, 0; 0, 0, -Complex.I; 0, Complex.I, 0],
    !![0, 0, Complex.I; 0, 0, 0; -Complex.I, 0, 0],
    !![0, -Complex.I, 0; Complex.I, 0, 0; 0, 0, 0]]

/-- The spin-orbit operator `L·S` of a P state with spin 1/2, in units of `ħ²`. -/
def spinOrbit : Matrix (Fin 3 × Fin 2) (Fin 3 × Fin 2) ℂ :=
  (1 / 2 : ℂ) • ∑ k, orbital k ⊗ₖ pauli k

/-- The projector `(2/3)(1 + L·S)` onto the level `J = 3/2`, the upper level of the D2 line. -/
def upperD2 : Matrix (Fin 3 × Fin 2) (Fin 3 × Fin 2) ℂ :=
  (2 / 3 : ℂ) • (1 + spinOrbit)

/-- The Pauli matrices stacked into one column. -/
def pauliColumn : Matrix (Fin 3 × Fin 2) (Fin 2) ℂ :=
  Matrix.of fun p t => pauli p.1 p.2 t

/-- Dipole excitation from an S state by light of linear polarization `e`: the orbital part
becomes `e` and the spin is untouched. -/
def dipole (e : Fin 3 → ℝ) : Matrix (Fin 3 × Fin 2) (Fin 2) ℂ :=
  Matrix.of fun p t => if p.2 = t then (e p.1 : ℂ) else 0

/-- The spin amplitude for absorbing polarization `e` and emitting polarization `f` through the
excited level with projector `Q`. -/
def amplitude (Q : Matrix (Fin 3 × Fin 2) (Fin 3 × Fin 2) ℂ) (f e : Fin 3 → ℝ) :
    Matrix (Fin 2) (Fin 2) ℂ :=
  (dipole f)ᴴ * Q * dipole e

/-- The fluorescence intensity, summed over initial and final ground-state spins. -/
def intensity (Q : Matrix (Fin 3 × Fin 2) (Fin 3 × Fin 2) ℂ) (f e : Fin 3 → ℝ) : ℝ :=
  (trace ((amplitude Q f e)ᴴ * amplitude Q f e)).re

/-- The degree of polarization, from the intensities analysed along `e` and along `g` for
excitation along `e`; its domain is a nonzero sum of the two intensities. -/
def polarization (Q : Matrix (Fin 3 × Fin 2) (Fin 3 × Fin 2) ℂ) (e g : Fin 3 → ℝ) : ℝ :=
  (intensity Q e e - intensity Q g e) / (intensity Q e e + intensity Q g e)

/-- The angular operator `M = 3⟨f,e⟩ - (σ·f)(σ·e)`. -/
def angularD2 (f e : Fin 3 → ℝ) : Matrix (Fin 2) (Fin 2) ℂ :=
  ((3 * (f ⬝ᵥ e) : ℝ) : ℂ) • 1 - spinAlong f * spinAlong e

/-- The matrix `σ·v` is Hermitian for every real vector `v`. -/
theorem spinAlong_hermitian (v : Fin 3 → ℝ) : (spinAlong v)ᴴ = spinAlong v := by
  ext i j
  fin_cases i <;> fin_cases j <;> simp [spinAlong, pauli, Fin.sum_univ_succ]

/-- The anticommutator of `σ·f` and `σ·e` is `2⟨f,e⟩` times the identity, for all real vectors `f`
and `e`. -/
theorem spinAlong_anticomm (f e : Fin 3 → ℝ) :
    spinAlong f * spinAlong e + spinAlong e * spinAlong f
      = (2 * ((f ⬝ᵥ e : ℝ) : ℂ)) • (1 : Matrix (Fin 2) (Fin 2) ℂ) := by
  ext i j
  fin_cases i <;> fin_cases j <;>
    simp [spinAlong, pauli, Fin.sum_univ_succ, dotProduct]
  · linear_combination (-2 * (f 1 : ℂ) * (e 1 : ℂ)) * Complex.I_sq
  · ring
  · ring
  · linear_combination (-2 * (f 1 : ℂ) * (e 1 : ℂ)) * Complex.I_sq

/-- The product `(σ·e)(σ·f)(σ·f)(σ·e)` is the number `|f|²|e|²`. -/
theorem spinAlong_sandwich (f e : Fin 3 → ℝ) :
    spinAlong e * spinAlong f * (spinAlong f * spinAlong e)
      = (((f ⬝ᵥ f : ℝ) : ℂ) * ((e ⬝ᵥ e : ℝ) : ℂ)) • (1 : Matrix (Fin 2) (Fin 2) ℂ) := by
  have sq : ∀ v : Fin 3 → ℝ, spinAlong v * spinAlong v
      = ((v ⬝ᵥ v : ℝ) : ℂ) • (1 : Matrix (Fin 2) (Fin 2) ℂ) := fun v => by
    linear_combination (norm := module) (1 / 2 : ℂ) • spinAlong_anticomm v v
  calc spinAlong e * spinAlong f * (spinAlong f * spinAlong e)
      = spinAlong e * (spinAlong f * spinAlong f) * spinAlong e := by
        simp only [Matrix.mul_assoc]
    _ = _ := by
        rw [sq f, mul_smul_comm, mul_one, smul_mul_assoc, sq e, smul_smul]

/-- For all real vectors, `tr(M†M) = 8⟨f,e⟩² + 2|f × e|²`. -/
theorem trace_angularD2 (f e : Fin 3 → ℝ) :
    trace ((angularD2 f e)ᴴ * angularD2 f e)
      = ((8 * (f ⬝ᵥ e) ^ 2 + 2 * ((f ⨯₃ e) ⬝ᵥ (f ⨯₃ e)) : ℝ) : ℂ) := by
  have hH : (angularD2 f e)ᴴ
      = ((3 * (f ⬝ᵥ e) : ℝ) : ℂ) • 1 - spinAlong e * spinAlong f := by
    rw [angularD2, conjTranspose_sub, conjTranspose_smul, conjTranspose_one,
      conjTranspose_mul, spinAlong_hermitian, spinAlong_hermitian, Complex.star_def,
      Complex.conj_ofReal]
  -- M†M is a multiple of the identity
  have hM : (angularD2 f e)ᴴ * angularD2 f e
      = (3 * ((f ⬝ᵥ e : ℝ) : ℂ) ^ 2 + ((f ⬝ᵥ f : ℝ) : ℂ) * ((e ⬝ᵥ e : ℝ) : ℂ)) •
        (1 : Matrix (Fin 2) (Fin 2) ℂ) := by
    rw [hH, angularD2]
    simp only [sub_mul, mul_sub, smul_mul_assoc, mul_smul_comm, one_mul, mul_one,
      Complex.ofReal_mul, Complex.ofReal_ofNat]
    linear_combination (norm := module) spinAlong_sandwich f e
      - (3 * ((f ⬝ᵥ e : ℝ) : ℂ)) • spinAlong_anticomm f e
  rw [hM, cross_dot_cross, dotProduct_comm e f, trace_smul, trace_one]
  simp only [Fintype.card_fin, smul_eq_mul]
  push_cast
  ring

/-- The spin-orbit operator in terms of products of Pauli matrices: its Cartesian blocks are
`(δᵢⱼ - σᵢσⱼ)/2`. -/
theorem spinOrbit_eq : spinOrbit = (1 / 2 : ℂ) • (1 - pauliColumn * pauliColumnᴴ) := by
  ext ⟨i, s⟩ ⟨j, t⟩
  fin_cases i <;> fin_cases j <;> fin_cases s <;> fin_cases t <;>
    simp [spinOrbit, orbital, pauli, pauliColumn, Matrix.mul_apply, Fin.sum_univ_succ]

/-- `upperD2` is an orthogonal projector; `L·S` equals `1/2` on its range and `-1` on the
complement. -/
theorem upperD2_level :
    upperD2ᴴ = upperD2 ∧ upperD2 * upperD2 = upperD2 ∧
      spinOrbit * upperD2 = (1 / 2 : ℂ) • upperD2 ∧
      spinOrbit * (1 - upperD2) = -(1 - upperD2) := by
  have gram : pauliColumnᴴ * pauliColumn = (3 : ℂ) • (1 : Matrix (Fin 2) (Fin 2) ℂ) := by
    ext i j
    fin_cases i <;> fin_cases j <;>
      simp [pauliColumn, pauli, Matrix.mul_apply, Fintype.sum_prod_type,
        Fin.sum_univ_succ] <;> norm_num
  have hG : pauliColumn * pauliColumnᴴ * (pauliColumn * pauliColumnᴴ)
      = (3 : ℂ) • (pauliColumn * pauliColumnᴴ) := by
    calc _ = pauliColumn * (pauliColumnᴴ * pauliColumn) * pauliColumnᴴ := by
          simp only [Matrix.mul_assoc]
      _ = _ := by rw [gram, Matrix.mul_smul, Matrix.mul_one, Matrix.smul_mul]
  have hP : upperD2 = 1 - (1 / 3 : ℂ) • (pauliColumn * pauliColumnᴴ) := by
    rw [upperD2, spinOrbit_eq]
    module
  rw [hP, spinOrbit_eq]
  refine ⟨by simp [conjTranspose_smul, conjTranspose_mul], ?_, ?_, ?_⟩ <;>
  · simp only [sub_mul, mul_sub, smul_mul_assoc, mul_smul_comm, one_mul, mul_one, hG]
    module

/-- The amplitude through `J = 3/2` is `M/3`, and through the complementary level `J = 1/2` it is
`(σ·f)(σ·e)/3`. -/
theorem amplitude_levels (f e : Fin 3 → ℝ) :
    amplitude upperD2 f e = (1 / 3 : ℂ) • angularD2 f e ∧
      amplitude (1 - upperD2) f e = (1 / 3 : ℂ) • (spinAlong f * spinAlong e) := by
  have hT : ∀ v, (dipole v)ᴴ * pauliColumn = spinAlong v := fun v => by
    ext i j
    fin_cases i <;> fin_cases j <;>
      simp [dipole, pauliColumn, spinAlong, pauli, Matrix.mul_apply, Fintype.sum_prod_type,
        Fin.sum_univ_succ]
  have hT' : pauliColumnᴴ * dipole e = spinAlong e := by
    rw [← spinAlong_hermitian e, ← hT e, conjTranspose_mul, conjTranspose_conjTranspose]
  have hd : (dipole f)ᴴ * dipole e
      = ((f ⬝ᵥ e : ℝ) : ℂ) • (1 : Matrix (Fin 2) (Fin 2) ℂ) := by
    ext i j
    fin_cases i <;> fin_cases j <;>
      simp [dipole, Matrix.mul_apply, Fintype.sum_prod_type, Fin.sum_univ_succ, dotProduct]
  have hQ : 1 - upperD2 = (1 / 3 : ℂ) • (pauliColumn * pauliColumnᴴ) := by
    rw [upperD2, spinOrbit_eq]
    module
  have h1 : amplitude (1 - upperD2) f e = (1 / 3 : ℂ) • (spinAlong f * spinAlong e) := by
    rw [amplitude, hQ, Matrix.mul_smul, Matrix.smul_mul, ← hT f, ← hT']
    simp only [Matrix.mul_assoc]
  -- the two levels together exhaust the P state
  have h2 : amplitude upperD2 f e
      = (dipole f)ᴴ * dipole e - amplitude (1 - upperD2) f e := by
    simp only [amplitude, Matrix.mul_sub, Matrix.sub_mul, Matrix.mul_one, sub_sub_cancel]
  refine ⟨?_, h1⟩
  rw [h2, h1, hd, angularD2, Complex.ofReal_mul, Complex.ofReal_ofNat]
  module

/-- The intensity through `J = 3/2` is `(8⟨f,e⟩² + 2|f × e|²)/9`; through `J = 1/2` it is
`2|f|²|e|²/9`. -/
theorem intensity_levels (f e : Fin 3 → ℝ) :
    intensity upperD2 f e = (8 * (f ⬝ᵥ e) ^ 2 + 2 * ((f ⨯₃ e) ⬝ᵥ (f ⨯₃ e))) / 9 ∧
      intensity (1 - upperD2) f e = 2 * (f ⬝ᵥ f) * (e ⬝ᵥ e) / 9 := by
  have key : ∀ (Q : Matrix (Fin 3 × Fin 2) (Fin 3 × Fin 2) ℂ) (B : Matrix (Fin 2) (Fin 2) ℂ)
      (x : ℝ), amplitude Q f e = (1 / 3 : ℂ) • B → trace (Bᴴ * B) = (x : ℂ) →
      intensity Q f e = x / 9 := by
    intro Q B x hA hB
    have hs : star (1 / 3 : ℂ) = 1 / 3 := by simp
    have h : trace ((amplitude Q f e)ᴴ * amplitude Q f e) = ((x / 9 : ℝ) : ℂ) := by
      rw [hA, conjTranspose_smul, hs, Matrix.smul_mul, Matrix.mul_smul, trace_smul,
        trace_smul, hB, smul_eq_mul, smul_eq_mul]
      push_cast
      ring
    rw [intensity, h, Complex.ofReal_re]
  refine ⟨key _ _ _ (amplitude_levels f e).1 (trace_angularD2 f e),
    key _ _ _ (amplitude_levels f e).2 ?_⟩
  rw [conjTranspose_mul, spinAlong_hermitian, spinAlong_hermitian, spinAlong_sandwich,
    trace_smul, trace_one]
  simp only [Fintype.card_fin, smul_eq_mul]
  push_cast
  ring

/-- For orthogonal unit vectors `e` and `g`, D2 fluorescence excited along `e` is four times as
intense along `e` as along `g`, and its degree of polarization is `3/5`. -/
theorem polarization_D2 (e g : Fin 3 → ℝ) (he : e ⬝ᵥ e = 1) (hg : g ⬝ᵥ g = 1)
    (hge : g ⬝ᵥ e = 0) :
    intensity upperD2 e e = 4 * intensity upperD2 g e ∧ polarization upperD2 e g = 3 / 5 := by
  have hpar : intensity upperD2 e e = 8 / 9 := by
    rw [(intensity_levels e e).1, cross_dot_cross, he]
    norm_num
  have hperp : intensity upperD2 g e = 2 / 9 := by
    rw [(intensity_levels g e).1, cross_dot_cross, he, hg, hge]
    norm_num
  rw [polarization, hpar, hperp]
  norm_num

/-- For unit vectors `e` and `g`, the degree of polarization of D1 fluorescence, emitted
through `J = 1/2`, is zero. -/
theorem polarization_D1 (e g : Fin 3 → ℝ) (he : e ⬝ᵥ e = 1) (hg : g ⬝ᵥ g = 1) :
    polarization (1 - upperD2) e g = 0 := by
  rw [polarization, (intensity_levels e e).2, (intensity_levels g e).2, he, hg]
  norm_num

end

end DLineFluorescence
```

```lean
#print axioms DLineFluorescence.upperD2_level
#print axioms DLineFluorescence.polarization_D2
#print axioms DLineFluorescence.polarization_D1
```

```
'DLineFluorescence.upperD2_level' depends on axioms: [propext, Classical.choice, Quot.sound]
'DLineFluorescence.polarization_D2' depends on axioms: [propext, Classical.choice, Quot.sound]
'DLineFluorescence.polarization_D1' depends on axioms: [propext, Classical.choice, Quot.sound]
```

## A column of Pauli matrices

The lemmas on `spinAlong` supply the algebra of σ·v: hermiticity and the anticommutator are checked entry by entry, and `spinAlong_sandwich` follows from (σ·v)² = |v|². In `trace_angularD2`, `linear_combination` combines these identities into the scalar M†M, and `cross_dot_cross` expresses |f×e|² through scalar products.

For the fine structure, let T be `pauliColumn`, the three Pauli matrices stacked in a column. `spinOrbit_eq` is the block formula, L·S = (1 − TT†)/2. Since T†T = 3, (TT†)² = 3TT†, from which `upperD2_level` obtains that P is an orthogonal projector and that L·S has the values 1/2 and −1 on the two levels.

`amplitude_levels` uses d(f)†T = σ·f, where d(f) is `dipole f`, to find the J = 1/2 amplitude, then subtracts it from ⟨f,e⟩ to get M/3. `intensity_levels` squares the factor 1/3, and the two polarization theorems insert the scalar products.
